# Removing the triplet component of a spin-contaminated state can raise $\langle S^2\rangle$

An unrestricted Hartree–Fock determinant for four electrons with $M_S=0$ can mix singlet, triplet and quintet components, and a simple way to clean up an intended singlet is to apply an operator that deletes the triplet. Whether this brings the expectation value of $S^2$ closer to the singlet value 0 depends on the weights of the components and on what the operator does to the quintet.

```lean
import Mathlib

open Matrix Filter Topology

namespace SingleSpinAnnihilation

noncomputable section

/-- The normalized expectation value of the operator `M` in the state `ψ`. -/
def expectation {n : Type*} [Fintype n] (M : Matrix n n ℂ) (ψ : n → ℂ) : ℝ :=
  (star ψ ⬝ᵥ (M *ᵥ ψ)).re / (star ψ ⬝ᵥ ψ).re

/-- The single annihilator `(M - t) / (s - t)`, which for `s ≠ t` removes the eigenvalue `t` of `M`
and leaves the eigenvalue `s` unscaled. -/
def annihilator {n : Type*} [DecidableEq n] (M : Matrix n n ℂ) (s t : ℂ) : Matrix n n ℂ :=
  (s - t)⁻¹ • (M - t • (1 : Matrix n n ℂ))

/-- The operator S² on one singlet, one triplet and one quintet component. -/
def spinSq : Matrix (Fin 3) (Fin 3) ℂ := diagonal ![0, 2, 6]

/-- The annihilator of the triplet that leaves the singlet unscaled. -/
def tripletAnnihilator : Matrix (Fin 3) (Fin 3) ℂ := annihilator spinSq 0 2

/-- The unnormalized state with singlet, triplet and quintet amplitudes 2, 1, 1. -/
def contaminatedState : Fin 3 → ℂ := ![2, 1, 1]

/-- In the eigenbasis of the operator, the annihilator multiplies each component by
`(e i - t) / (s - t)`. -/
theorem annihilator_diagonal {n : Type*} [DecidableEq n] (e : n → ℂ) (s t : ℂ) :
    annihilator (diagonal e) s t = diagonal (fun i => (e i - t) / (s - t)) := by
  refine Matrix.ext fun i j => ?_
  by_cases h : i = j
  · subst h
    simp [annihilator, div_eq_inv_mul]
  · simp [annihilator, h]

/-- For `s ≠ t`, the annihilator of a diagonal matrix is idempotent exactly when the matrix has no
eigenvalues other than the kept one and the removed one. -/
theorem annihilator_idempotent_iff {n : Type*} [Fintype n] [DecidableEq n]
    (e : n → ℂ) {s t : ℂ} (hst : s ≠ t) :
    annihilator (diagonal e) s t * annihilator (diagonal e) s t
      = annihilator (diagonal e) s t ↔ ∀ i, e i = s ∨ e i = t := by
  have hd : s - t ≠ 0 := sub_ne_zero.mpr hst
  rw [annihilator_diagonal, diagonal_mul_diagonal, diagonal_injective.eq_iff, funext_iff]
  refine forall_congr' fun i => ?_
  show (e i - t) / (s - t) * ((e i - t) / (s - t)) = (e i - t) / (s - t) ↔ _
  constructor
  · intro hx
    have hy : e i - t = (e i - t) / (s - t) * (s - t) := (div_mul_cancel₀ _ hd).symm
    generalize (e i - t) / (s - t) = y at hx hy
    -- an idempotent scale factor is 0 or 1
    have h01 : y * (y - 1) = 0 := by linear_combination hx
    rcases mul_eq_zero.mp h01 with h0 | h1
    · right
      linear_combination hy + (s - t) * h0
    · left
      linear_combination hy + (s - t) * h1
  · rintro (h | h)
    · rw [h, div_self hd, one_mul]
    · simp [h]

/-- The triplet annihilator is `(2 - S²) / 2`, with diagonal entries 1, 0, -2. -/
theorem tripletAnnihilator_eq :
    tripletAnnihilator = (1 / 2 : ℂ) • ((2 : ℂ) • (1 : Matrix (Fin 3) (Fin 3) ℂ) - spinSq) ∧
    tripletAnnihilator = diagonal ![1, 0, -2] := by
  constructor
  · unfold tripletAnnihilator annihilator
    module
  · rw [tripletAnnihilator, spinSq, annihilator_diagonal]
    congr 1
    funext i
    fin_cases i <;> norm_num

/-- The expectation value of S² is the average of 0, 2 and 6 over the spin weights. -/
theorem expectation_spinSq (ψ : Fin 3 → ℂ) :
    expectation spinSq ψ = (2 * Complex.normSq (ψ 1) + 6 * Complex.normSq (ψ 2)) /
      (Complex.normSq (ψ 0) + Complex.normSq (ψ 1) + Complex.normSq (ψ 2)) := by
  have hnum : (star ψ ⬝ᵥ (spinSq *ᵥ ψ)).re
      = 2 * Complex.normSq (ψ 1) + 6 * Complex.normSq (ψ 2) := by
    simp [spinSq, dotProduct, Matrix.mulVec_diagonal, Fin.sum_univ_three,
      Complex.normSq_apply]
    try ring
  have hden : (star ψ ⬝ᵥ ψ).re
      = Complex.normSq (ψ 0) + Complex.normSq (ψ 1) + Complex.normSq (ψ 2) := by
    simp [dotProduct, Fin.sum_univ_three, Complex.normSq_apply]
    try ring
  rw [expectation, hnum, hden]

/-- The expectation value of S² after `k + 1` triplet annihilations: the quintet weight
has been multiplied by `4 ^ (k + 1)` and the triplet weight is gone. -/
theorem expectation_iterate (ψ : Fin 3 → ℂ) (k : ℕ) :
    expectation spinSq ((tripletAnnihilator ^ (k + 1)) *ᵥ ψ)
      = 6 * 4 ^ (k + 1) * Complex.normSq (ψ 2) /
        (Complex.normSq (ψ 0) + 4 ^ (k + 1) * Complex.normSq (ψ 2)) := by
  have hv : (tripletAnnihilator ^ (k + 1)) *ᵥ ψ = ![ψ 0, 0, (-2) ^ (k + 1) * ψ 2] := by
    rw [tripletAnnihilator_eq.2, Matrix.diagonal_pow]
    funext i
    fin_cases i <;> simp [Matrix.mulVec_diagonal]
  have h2 : Complex.normSq (-2) = 4 := by norm_num [Complex.normSq_apply]
  have hn : Complex.normSq ((-2) ^ (k + 1) * ψ 2)
      = 4 ^ (k + 1) * Complex.normSq (ψ 2) := by
    rw [map_mul, map_pow, h2]
  rw [expectation_spinSq, hv]
  show (2 * Complex.normSq 0 + 6 * Complex.normSq ((-2) ^ (k + 1) * ψ 2)) /
    (Complex.normSq (ψ 0) + Complex.normSq 0 + Complex.normSq ((-2) ^ (k + 1) * ψ 2)) = _
  rw [hn, map_zero]
  congr 1 <;> ring

/-- For a state with a singlet or quintet component, triplet annihilation lowers the
expectation value of S² exactly when the stated inequality between spin weights holds. -/
theorem annihilation_lowers_iff (ψ : Fin 3 → ℂ) (h : ψ 0 ≠ 0 ∨ ψ 2 ≠ 0) :
    expectation spinSq (tripletAnnihilator *ᵥ ψ) < expectation spinSq ψ ↔
      Complex.normSq (ψ 2) * (9 * Complex.normSq (ψ 0) + 8 * Complex.normSq (ψ 1))
        < Complex.normSq (ψ 0) * Complex.normSq (ψ 1) := by
  have ha := Complex.normSq_nonneg (ψ 0)
  have hb := Complex.normSq_nonneg (ψ 1)
  have hc := Complex.normSq_nonneg (ψ 2)
  have hac : 0 < Complex.normSq (ψ 0) + Complex.normSq (ψ 2) := by
    rcases h with h | h
    · have := Complex.normSq_pos.mpr h
      linarith
    · have := Complex.normSq_pos.mpr h
      linarith
  have he := expectation_iterate ψ 0
  simp only [zero_add, pow_one] at he
  -- both norms are positive, so the fractions may be cross-multiplied
  rw [he, expectation_spinSq, div_lt_div_iff₀ (by linarith) (by linarith)]
  constructor <;> intro h' <;> nlinarith

/-- **Counter-example to single spin annihilation.** The triplet annihilator is not
idempotent; on the state (2, 1, 1) it removes the triplet component, while the
expectation value of S² rises from 4/3 to 3. -/
theorem single_annihilation_counterexample :
    tripletAnnihilator * tripletAnnihilator ≠ tripletAnnihilator ∧
    (tripletAnnihilator *ᵥ contaminatedState) 1 = 0 ∧
    expectation spinSq contaminatedState = 4 / 3 ∧
    expectation spinSq (tripletAnnihilator *ᵥ contaminatedState) = 3 := by
  have c0 : contaminatedState 0 = 2 := rfl
  have c1 : contaminatedState 1 = 1 := rfl
  have c2 : contaminatedState 2 = 1 := rfl
  refine ⟨?_, ?_, ?_, ?_⟩
  · intro h
    -- the quintet eigenvalue 6 is neither kept nor removed
    have h6 : (6 : ℂ) = 0 ∨ (6 : ℂ) = 2 := (annihilator_idempotent_iff ![0, 2, 6]
      (by norm_num : (0 : ℂ) ≠ 2)).mp h 2
    norm_num at h6
  · rw [tripletAnnihilator_eq.2]
    simp [Matrix.mulVec_diagonal]
  · rw [expectation_spinSq, c0, c1, c2]
    norm_num [Complex.normSq_apply]
  · have he := expectation_iterate contaminatedState 0
    simp only [zero_add, pow_one] at he
    rw [he, c0, c2]
    norm_num [Complex.normSq_apply]

/-- If the state has a quintet component, repeated triplet annihilation drives the
expectation value of S² to 6. -/
theorem repeated_annihilation_tendsto (ψ : Fin 3 → ℂ) (h : ψ 2 ≠ 0) :
    Tendsto (fun k : ℕ => expectation spinSq ((tripletAnnihilator ^ k) *ᵥ ψ))
      atTop (𝓝 6) := by
  have hc := Complex.normSq_pos.mpr h
  have key : ∀ p r a c : ℝ, 0 < p → 0 < r → 0 ≤ a → 0 < c → p * r = 1 →
      6 * c / (a * r + c) = 6 * p * c / (a + p * c) := by
    intro p r a c hp hr ha hc hpr
    have h1 : a * r + c ≠ 0 := by positivity
    have h2 : a + p * c ≠ 0 := by positivity
    rw [div_eq_div_iff h1 h2]
    linear_combination (-6 * c * a) * hpr
  have hq : Tendsto (fun k : ℕ => (1 / 4 : ℝ) ^ (k + 1)) atTop (𝓝 0) :=
    (tendsto_pow_atTop_nhds_zero_of_lt_one (by norm_num) (by norm_num)).comp
      (tendsto_add_atTop_nat 1)
  -- relative to the quintet, the singlet weight decays as (1/4)^(k+1)
  have hlim : Tendsto (fun k : ℕ => 6 * Complex.normSq (ψ 2) /
      (Complex.normSq (ψ 0) * (1 / 4 : ℝ) ^ (k + 1) + Complex.normSq (ψ 2))) atTop
      (𝓝 (6 * Complex.normSq (ψ 2) /
        (Complex.normSq (ψ 0) * 0 + Complex.normSq (ψ 2)))) :=
    tendsto_const_nhds.div ((hq.const_mul _).add_const _)
      (by rw [mul_zero, zero_add]; exact hc.ne')
  rw [mul_zero, zero_add, mul_div_assoc, div_self hc.ne', mul_one] at hlim
  refine (tendsto_add_atTop_iff_nat 1).mp (hlim.congr fun k => ?_)
  rw [expectation_iterate]
  exact key _ _ _ _ (by positivity) (by positivity) (Complex.normSq_nonneg _) hc
    (by rw [← mul_pow]; norm_num)

/-- The product of the triplet and quintet annihilators is the orthogonal projector
onto the singlet component. -/
theorem product_of_annihilators :
    tripletAnnihilator * annihilator spinSq 0 6 = diagonal ![1, 0, 0] := by
  rw [tripletAnnihilator_eq.2, spinSq, annihilator_diagonal, diagonal_mul_diagonal]
  congr 1
  funext i
  fin_cases i <;> norm_num

end

end SingleSpinAnnihilation
```

```lean
#print axioms SingleSpinAnnihilation.annihilation_lowers_iff
-- 'SingleSpinAnnihilation.annihilation_lowers_iff' depends on axioms: [propext, Classical.choice, Quot.sound]
#print axioms SingleSpinAnnihilation.single_annihilation_counterexample
-- 'SingleSpinAnnihilation.single_annihilation_counterexample' depends on axioms: [propext, Classical.choice, Quot.sound]
#print axioms SingleSpinAnnihilation.repeated_annihilation_tendsto
-- 'SingleSpinAnnihilation.repeated_annihilation_tendsto' depends on axioms: [propext, Classical.choice, Quot.sound]
#print axioms SingleSpinAnnihilation.product_of_annihilators
-- 'SingleSpinAnnihilation.product_of_annihilators' depends on axioms: [propext, Classical.choice, Quot.sound]
```

## Three spin components and one annihilator

The model keeps one component of each spin. A state is a vector $\psi=(\psi_0,\psi_1,\psi_2)$ of complex amplitudes for singlet, triplet and quintet, in Lean a function `Fin 3 → ℂ`. In units of $\hbar^2$ the eigenvalues $S(S+1)$ are 0, 2 and 6, so `spinSq` is the matrix $S^2=\mathrm{diag}(0,2,6)$.

States need not be normalized, because `expectation` divides by the squared norm:

$$\langle M\rangle_\psi=\frac{\mathrm{Re}\,\langle\psi,M\psi\rangle}{\mathrm{Re}\,\langle\psi,\psi\rangle}.$$

For a Hermitian $M$ such as $S^2$ both inner products are already real, and taking real parts only turns the result into a real number.

The definition `annihilator M s t` is $(M-t)/(s-t)$. For $s\neq t$ it removes components with eigenvalue $t$ and leaves components with eigenvalue $s$ unscaled. With $s=0$ and $t=2$ it becomes `tripletAnnihilator`,

$$A=\frac{2-S^2}{2}=\mathrm{diag}(1,0,-2).$$

The counter-example, `single_annihilation_counterexample`, makes four statements: $A^2\neq A$; for $\psi=(2,1,1)$ the triplet amplitude of $A\psi$ is zero; $\langle S^2\rangle_\psi=4/3$; and $\langle S^2\rangle_{A\psi}=3$. In this three-component model, then, the value of $\langle S^2\rangle$ after annihilation can be worse than the one before it, which is a reason for caution when reading annihilated values from unrestricted calculations.

The amplitudes $(2,1,1)$ are chosen for simple arithmetic and do not belong to a Hartree–Fock determinant: in a four-electron determinant with $M_S=0$ the quintet weight is at most one third of the triplet weight. The rise does occur for determinants too. With two α and two β electrons in four mutually orthogonal orbitals, the singlet, triplet and quintet weights are $1/3,1/2,1/6$, and annihilation raises $\langle S^2\rangle$ from 2 to 4. These statements about determinants are not formalized in the file. In the three-component model itself, orbitals, energies and the several independent spin functions that a many-electron system can have for one value of $S$ do not enter.

## Why the annihilator is not a projector

On a component with eigenvalue $e_i$, the annihilator acts as multiplication by

$$y_i=\frac{e_i-t}{s-t}.$$

This is `annihilator_diagonal`, proved by comparing matrix entries on and off the diagonal. A diagonal matrix is idempotent exactly when each entry satisfies $y_i^2=y_i$, that is $y_i(y_i-1)=0$. The solution $y_i=0$ means $e_i=t$, and $y_i=1$ means $e_i=s$.

Hence a single annihilator is idempotent if and only if every eigenvalue is $s$ or $t$. The theorem `annihilator_idempotent_iff` states this for a diagonal matrix of any finite size, with complex entries and $s\neq t$. Its proof follows the same route: the matrix equation is reduced to its entries, the product $y(y-1)$ is shown to vanish, and `linear_combination` turns each case back into a statement about $e_i$.

With only singlet and triplet present, $A$ would be a projector. The quintet eigenvalue 6 is neither 0 nor 2, and its factor is $-2$, so $A^2=\mathrm{diag}(1,0,4)$. The Lean proof of $A^2\neq A$ applies the criterion to index 2 and refutes both $6=0$ and $6=2$.

## The numbers for the state (2, 1, 1)

Write $a=|\psi_0|^2$, $b=|\psi_1|^2$ and $c=|\psi_2|^2$ for the unnormalized weights, which are `Complex.normSq` of the amplitudes in the file. Since $S^2$ is diagonal, for a nonzero state

$$\langle S^2\rangle_\psi=\frac{2b+6c}{a+b+c}.$$

The lemma `expectation_spinSq` obtains this by expanding numerator and denominator as sums over three components.

For $\psi=(2,1,1)$ the weights are $4,1,1$, or $2/3,1/6,1/6$ after normalization, and

$$\langle S^2\rangle_\psi=\frac{2+6}{6}=\frac43.$$

The annihilated state is $A\psi=(2,0,-2)$. Its weights are $4,0,4$, normalized $1/2,0,1/2$, so

$$\langle S^2\rangle_{A\psi}=\frac{6\cdot4}{8}=3.$$

The triplet is gone, but the quintet amplitude has doubled in magnitude, and the quintet's share of the norm has grown from one sixth to one half.

## When annihilation does lower the value

For general amplitudes the weights after one annihilation are $a,0,4c$. The value falls exactly when

$$\frac{24c}{a+4c}<\frac{2b+6c}{a+b+c}.$$

If $a$ or $c$ is nonzero, both denominators are positive and may be cross-multiplied:

$$24ac+24bc+24c^2<2ab+8bc+6ac+24c^2.$$

Collecting terms and dividing by 2 gives

$$c\,(9a+8b)<ab.$$

This is `annihilation_lowers_iff`. The proof establishes $a+c>0$, cross-multiplies with `div_lt_div_iff₀`, and leaves the remaining algebra in both directions to `nlinarith`. The hypothesis `ψ 0 ≠ 0 ∨ ψ 2 ≠ 0` excludes a pure triplet, which $A$ sends to the zero vector; Lean's convention $0/0=0$ would otherwise count that as a lowering.

For the state $(2,1,1)$ the inequality would read $44<4$. In general it forces $9ac<ab$ with $a>0$, hence $c<b/9$: the quintet weight has to be less than one ninth of the triplet weight for annihilation to help. When the inequality fails, the value may rise or stay the same; a pure singlet, for example, is left unchanged.

## Repeating the annihilation

Applying $A$ again does not repair the state. For $k\ge0$,

$$A^{k+1}\psi=\bigl(\psi_0,\,0,\,(-2)^{k+1}\psi_2\bigr),$$

and therefore, whenever this vector is nonzero,

$$\langle S^2\rangle_{A^{k+1}\psi}=\frac{6\cdot4^{k+1}c}{a+4^{k+1}c}.$$

In `expectation_iterate` this comes from the power of a diagonal matrix and the fact that $|-2|^2=4$. The case $k=0$ supplies the annihilated value in both the counter-example and the inequality above.

If $c>0$, dividing numerator and denominator by $4^{k+1}$ gives

$$\frac{6c}{a\,(1/4)^{k+1}+c}\longrightarrow\frac{6c}{c}=6.$$

So repeated triplet annihilation drives any state with a quintet component towards the quintet value, however small that component was at the start. In `repeated_annihilation_tendsto`, `key` is the division by $4^{k+1}$, `hq` is the decay of $(1/4)^{k+1}$, and `hlim` is the resulting limit. The shift lemma `tendsto_add_atTop_iff_nat` then passes from the powers $k+1$ to the powers $k$.

## Removing the quintet as well

The annihilator that removes the quintet and keeps the singlet is

$$\frac{S^2-6}{0-6}=\mathrm{diag}\bigl(1,\tfrac23,0\bigr).$$

It is not a projector either, since it rescales the triplet. Multiplying it by $A$ removes both unwanted components:

$$\mathrm{diag}(1,0,-2)\,\mathrm{diag}\bigl(1,\tfrac23,0\bigr)=\mathrm{diag}(1,0,0).$$

This is the orthogonal projector onto the singlet. The theorem `product_of_annihilators` proves the identity by multiplying the diagonal entries and checking the three cases. Applied to $(2,1,1)$, the product leaves $(2,0,0)$, for which $\langle S^2\rangle=0$.
